# The absorption line of a quasi-static Drude ellipsoid with depolarization factor L > 0 along the field has a full width at half maximum equal to the Drude damping

The ellipsoid is represented here by one real number, its depolarization factor $L$ along the applied field, and not by its semi-axes. This is the quasi-static description of a small particle in vacuum, with the field along a principal axis. The theorems about the peak and the width hold for every $L>0$, which includes every ellipsoid with finite, nonzero semi-axes, for which $0<L<1$; the sphere has $L=1/3$.

```lean
import Mathlib

noncomputable section

namespace DrudeEllipsoidLineShape
```

## The metal and the particle

Let $w$ be the frequency, $w_p$ the plasma frequency and $g$ the damping, all real. With fields varying as $e^{-iwt}$, the Drude dielectric function is

$$\varepsilon(w)=1-\frac{w_p^2}{w(w+ig)} .$$

The constant $g$ stands for the relaxation rate of the electrons. It is taken to be independent of frequency, size and shape. Surface scattering and radiation damping are left out, and so are interband transitions, which would add further terms to $\varepsilon$.

```lean
/-- The Drude dielectric function with plasma frequency `wp` and damping `g`,
for `w ≠ 0`. -/
def drudeEps (wp g w : ℝ) : ℂ :=
  1 - (wp : ℂ) ^ 2 / ((w : ℂ) * (w + Complex.I * g))
```

The polarizability per unit volume, in units of the vacuum permittivity, is

$$\alpha=\frac{\varepsilon-1}{1+L(\varepsilon-1)} .$$

It is entered in this form, as a complex number, and not as a ready-made oscillator.

```lean
/-- Polarizability per unit volume of an ellipsoid with depolarization factor `L` along
the field, for `w ≠ 0` and `1 + L (eps - 1) ≠ 0`. -/
def polarizability (L wp g w : ℝ) : ℂ :=
  (drudeEps wp g w - 1) / (1 + (L : ℂ) * (drudeEps wp g w - 1))
```

At fixed field amplitude the absorbed power is proportional to $A(w)=w\,\mathrm{Im}\,\alpha$. Constant prefactors are omitted, and with the chosen time factor $A$ is positive for $w,w_p,g>0$.

```lean
/-- The absorption line shape: frequency times the imaginary part of the polarizability. -/
def absorption (L wp g w : ℝ) : ℝ := w * (polarizability L wp g w).im
```

Two auxiliary quantities describe the line. The reduced detuning is

$$u(w)=\frac{w^2-Lw_p^2}{g\,w},$$

```lean
/-- The reduced detuning `(w² - L wp²) / (g w)`, for `g` and `w` nonzero. -/
def detuning (L wp g w : ℝ) : ℝ := (w ^ 2 - L * wp ^ 2) / (g * w)
```

and for each real $s$ there is an edge frequency

$$w(s)=\frac{sg+\sqrt{s^2g^2+4Lw_p^2}}{2}.$$

```lean
/-- The frequency `(s g + √((s g)² + 4 L wp²)) / 2`, labelled by a real number `s`. -/
def edgeFrequency (L wp g s : ℝ) : ℝ :=
  (s * g + √((s * g) ^ 2 + 4 * (L * wp ^ 2))) / 2
```

## From the ellipsoid to a Lorentzian in the detuning

Write $x=w(w+ig)$, which is nonzero for $w>0$. Then $\varepsilon-1=-w_p^2/x$, so

$$1+L(\varepsilon-1)=-\frac{Lw_p^2-x}{x},\qquad \alpha=\frac{w_p^2}{Lw_p^2-x}.$$

The number $Lw_p^2-x$ has imaginary part $-gw\neq0$, so neither denominator vanishes. `polarizability_eq` states both facts for $g,w>0$, with no condition on $L$ or $w_p$. Its proof shows that $x$ and $Lw_p^2-x$ are nonzero, replaces the product by a single symbol with `generalize`, cross-multiplies with `div_eq_div_iff`, and closes the remaining identity with `linear_combination`.

```lean
/-- With damping `g > 0` and at `w > 0`, the denominator of the polarizability does not vanish, and
the polarizability equals `wp² / (L wp² - w (w + i g))`. -/
theorem polarizability_eq {L wp g w : ℝ} (hg : 0 < g) (hw : 0 < w) :
    1 + (L : ℂ) * (drudeEps wp g w - 1) ≠ 0 ∧
    polarizability L wp g w =
      (wp : ℂ) ^ 2 / ((L : ℂ) * wp ^ 2 - w * (w + Complex.I * g)) := by
  have hx : (w : ℂ) * (w + Complex.I * g) ≠ 0 := by
    refine mul_ne_zero (Complex.ofReal_ne_zero.mpr hw.ne') ?_
    intro h
    have h1 := congrArg Complex.re h
    simp at h1
    exact hw.ne' h1
  -- the imaginary part `-g w` keeps the oscillator denominator away from zero
  have hD : (L : ℂ) * wp ^ 2 - w * (w + Complex.I * g) ≠ 0 := by
    have e : (L : ℂ) * wp ^ 2 - w * (w + Complex.I * g)
        = (⟨L * wp ^ 2 - w ^ 2, -(g * w)⟩ : ℂ) := by
      rw [Complex.mk_eq_add_mul_I]
      push_cast
      ring
    intro h
    rw [e] at h
    have h1 : -(g * w) = 0 := congrArg Complex.im h
    linarith [mul_pos hg hw]
  unfold polarizability drudeEps
  generalize (w : ℂ) * (w + Complex.I * g) = x at hx hD ⊢
  have e : 1 + (L : ℂ) * (1 - (wp : ℂ) ^ 2 / x - 1) = -((L : ℂ) * wp ^ 2 - x) / x := by
    rw [eq_div_iff hx]
    linear_combination (-(L : ℂ)) * div_mul_cancel₀ ((wp : ℂ) ^ 2) hx
  have hne : 1 + (L : ℂ) * (1 - (wp : ℂ) ^ 2 / x - 1) ≠ 0 := by
    rw [e]
    exact div_ne_zero (neg_ne_zero.mpr hD) hx
  refine ⟨hne, ?_⟩
  rw [div_eq_div_iff hne hD]
  linear_combination div_mul_cancel₀ ((wp : ℂ) ^ 2) hx
```

Taking the imaginary part and multiplying by $w$ gives

$$A(w)=\frac{w_p^2\,g\,w^2}{(Lw_p^2-w^2)^2+g^2w^2}
=\frac{w_p^2/g}{1+u(w)^2},$$

where the last step divides numerator and denominator by $g^2w^2$. In the proof, `him` is the imaginary part, `e` rewrites $1+u^2$ over the common denominator, and `field_simp` finishes the comparison. The line is Lorentzian in $u$, not in $w$ itself.

```lean
/-- For `g > 0` and `w > 0` the absorption is a Lorentzian of height `wp² / g` in the
reduced detuning. -/
theorem absorption_eq_lorentzian {L wp g w : ℝ} (hg : 0 < g) (hw : 0 < w) :
    absorption L wp g w = wp ^ 2 / g / (1 + detuning L wp g w ^ 2) := by
  have hgw : 0 < g * w := mul_pos hg hw
  have hD : (wp : ℂ) ^ 2 / ((L : ℂ) * wp ^ 2 - w * (w + Complex.I * g))
      = ((wp ^ 2 : ℝ) : ℂ) / (⟨L * wp ^ 2 - w ^ 2, -(g * w)⟩ : ℂ) := by
    rw [Complex.mk_eq_add_mul_I]
    push_cast
    congr 1
    ring
  have him : (((wp ^ 2 : ℝ) : ℂ) / (⟨L * wp ^ 2 - w ^ 2, -(g * w)⟩ : ℂ)).im
      = wp ^ 2 * (g * w) / ((L * wp ^ 2 - w ^ 2) ^ 2 + (g * w) ^ 2) := by
    rw [Complex.div_im, Complex.normSq_mk]
    simp only [Complex.ofReal_re, Complex.ofReal_im]
    ring
  have e : 1 + detuning L wp g w ^ 2
      = ((L * wp ^ 2 - w ^ 2) ^ 2 + (g * w) ^ 2) / (g * w) ^ 2 := by
    have h : (g * w) ^ 2 ≠ 0 := by positivity
    unfold detuning
    rw [div_pow, eq_div_iff h, add_mul, div_mul_cancel₀ _ h]
    ring
  have hN : (L * wp ^ 2 - w ^ 2) ^ 2 + (g * w) ^ 2 ≠ 0 := by positivity
  unfold absorption
  rw [(polarizability_eq hg hw).2, hD, him, e]
  generalize (L * wp ^ 2 - w ^ 2) ^ 2 + (g * w) ^ 2 = N at hN ⊢
  field_simp
```

## The peak

Since $u^2\ge 0$, we have $A\le w_p^2/g$, with equality exactly when $u=0$ (for $w_p>0$). That means $w^2=Lw_p^2$, and for $w>0$ it means $w=w_p\sqrt L$. The theorem states the value at this frequency and a strict inequality at every other positive one. The proof factorises

$$w^2-Lw_p^2=(w-w_p\sqrt L)(w+w_p\sqrt L).$$

The second factor is positive, so away from the peak $u\ne0$, and `div_lt_self` gives the strict inequality.

```lean
/-- For `L, wp, g > 0` the absorption equals `wp² / g` at `w = wp √L` and is strictly
smaller at every other positive frequency. -/
theorem absorption_unique_maximum {L wp g : ℝ} (hL : 0 < L) (hwp : 0 < wp) (hg : 0 < g) :
    absorption L wp g (wp * √L) = wp ^ 2 / g ∧
    ∀ w, 0 < w → w ≠ wp * √L → absorption L wp g w < wp ^ 2 / g := by
  have hp : 0 < wp * √L := mul_pos hwp (Real.sqrt_pos.mpr hL)
  have hp2 : (wp * √L) ^ 2 = L * wp ^ 2 := by
    rw [mul_pow, Real.sq_sqrt hL.le]
    ring
  constructor
  · rw [absorption_eq_lorentzian hg hp]
    unfold detuning
    rw [hp2]
    simp
  · intro w hw hne
    rw [absorption_eq_lorentzian hg hw]
    -- away from the resonance the detuning is nonzero
    have hd : detuning L wp g w ≠ 0 := by
      refine div_ne_zero ?_ (mul_pos hg hw).ne'
      intro h
      have h1 : (w - wp * √L) * (w + wp * √L) = 0 := by
        linear_combination h - hp2
      rcases mul_eq_zero.mp h1 with h2 | h2
      · exact hne (by linarith)
      · linarith
    have h1 : 0 < detuning L wp g w ^ 2 := by positivity
    exact div_lt_self (by positivity) (by linarith)
```

## One positive frequency for each detuning

For $w>0$, the equation $u(w)=s$ is the quadratic

$$w^2-sg\,w-Lw_p^2=0 .$$

Its roots have the negative product $-Lw_p^2$, so exactly one is positive, and that root is $w(s)$.

The Lean proof sets $c=Lw_p^2$ and $r=\sqrt{s^2g^2+4c}$. If $w(s)$ were not positive, both $-sg-r$ and $-sg+r$ would be nonnegative, yet their product is $-4c<0$; `nlinarith` finds this contradiction. For uniqueness, $w(w-sg)=c>0$ forces $w>sg$. Hence $2w-sg$ is positive with square $s^2g^2+4c$, so it equals $r$. The converse is substitution.

```lean
/-- For `L, wp, g > 0` every edge frequency is positive, and it is the only positive
frequency at which the reduced detuning equals `s`. -/
theorem detuning_eq_iff {L wp g : ℝ} (hL : 0 < L) (hwp : 0 < wp) (hg : 0 < g) (s : ℝ) :
    0 < edgeFrequency L wp g s ∧
    ∀ w, 0 < w → (detuning L wp g w = s ↔ w = edgeFrequency L wp g s) := by
  have hc : 0 < L * wp ^ 2 := by positivity
  unfold edgeFrequency detuning
  generalize L * wp ^ 2 = c at hc ⊢
  have hr := Real.sq_sqrt (show 0 ≤ (s * g) ^ 2 + 4 * c by positivity)
  have hr0 := Real.sqrt_nonneg ((s * g) ^ 2 + 4 * c)
  constructor
  · by_contra hneg
    have h1 : 0 ≤ -(s * g) - √((s * g) ^ 2 + 4 * c) := by linarith
    have h2 : 0 ≤ -(s * g) + √((s * g) ^ 2 + 4 * c) := by linarith
    nlinarith [mul_nonneg h1 h2]
  · intro w hw
    rw [div_eq_iff (mul_pos hg hw).ne']
    constructor
    · intro h
      -- the positive root of the quadratic is selected by `w (w - s g) = c > 0`
      have h1 : 0 < w - s * g := by
        by_contra hn
        have h2 : 0 ≤ -(w - s * g) := by linarith
        nlinarith [mul_nonneg hw.le h2]
      have h3 : √((s * g) ^ 2 + 4 * c) = 2 * w - s * g := by
        rw [show (s * g) ^ 2 + 4 * c = (2 * w - s * g) ^ 2 by
          linear_combination (-4) * h]
        exact Real.sqrt_sq (by linarith)
      rw [h3]
      ring
    · intro h
      rw [h]
      linear_combination hr / 4
```

## The width at any level, and at half maximum

By the Lorentzian form, $A(w)=(w_p^2/g)/(1+s^2)$ holds exactly when $u(w)^2=s^2$, that is, when $u(w)=s$ or $u(w)=-s$. The previous step turns these into $w=w(s)$ or $w=w(-s)$. Both edge frequencies contain the same square root, which cancels in the difference:

$$w(s)-w(-s)=\frac{sg-(-sg)}{2}=sg .$$

This cancellation removes $L$ from the width. In the proof, `mul_left_cancel₀` strips the common height $w_p^2/g$, and `sq_eq_sq_iff_eq_or_eq_neg` splits the equation for the squares. At $s=0$ the two edges merge at the peak.

```lean
/-- For `L, wp, g > 0` the absorption falls to the fraction `1 / (1 + s²)` of `wp² / g` at
the edge frequencies of `s` and `-s` and at no other positive frequency; these two differ
by `s g`. -/
theorem width_at_level {L wp g : ℝ} (hL : 0 < L) (hwp : 0 < wp) (hg : 0 < g) (s : ℝ) :
    edgeFrequency L wp g s - edgeFrequency L wp g (-s) = s * g ∧
    ∀ w, 0 < w → (absorption L wp g w = wp ^ 2 / g / (1 + s ^ 2) ↔
      w = edgeFrequency L wp g (-s) ∨ w = edgeFrequency L wp g s) := by
  constructor
  · unfold edgeFrequency
    rw [show (-s * g) ^ 2 = (s * g) ^ 2 by ring]
    ring
  · intro w hw
    rw [← (detuning_eq_iff hL hwp hg (-s)).2 w hw, ← (detuning_eq_iff hL hwp hg s).2 w hw,
      absorption_eq_lorentzian hg hw]
    have hA : wp ^ 2 / g ≠ 0 := by positivity
    constructor
    · intro h
      rw [div_eq_div_iff (by positivity) (by positivity)] at h
      have h1 := mul_left_cancel₀ hA h
      have h2 : detuning L wp g w ^ 2 = s ^ 2 := by linarith
      exact (sq_eq_sq_iff_eq_or_eq_neg.mp h2).symm
    · rintro (h | h)
      · rw [h, neg_sq]
      · rw [h]
```

Half maximum is $s=1$. The theorem provides frequencies `w₁` and `w₂` with $0<w_1$ and $w_2-w_1=g$, and says that a positive frequency has absorption $w_p^2/(2g)$ if and only if it is one of them. Because $g>0$, they are distinct. The proof specialises the preceding theorem, with $2$ written as $1+1^2$.

For a simulated quasi-static spectrum of an ellipsoid in vacuum, with the field along a principal axis, a pure Drude metal and constant $g$, this gives a direct test: the full width at half maximum of $w\,\mathrm{Im}\,\alpha$ must return the damping that was put in, for every $L>0$.

```lean
/-- For `L, wp, g > 0` the absorption equals half of `wp² / g` at exactly two positive
frequencies, and their difference is the damping `g`, whatever the shape `L`. -/
theorem full_width_at_half_maximum {L wp g : ℝ} (hL : 0 < L) (hwp : 0 < wp) (hg : 0 < g) :
    ∃ w₁ w₂ : ℝ, 0 < w₁ ∧ w₂ - w₁ = g ∧
      ∀ w, 0 < w → (absorption L wp g w = wp ^ 2 / g / 2 ↔ w = w₁ ∨ w = w₂) := by
  obtain ⟨hwidth, hlevel⟩ := width_at_level hL hwp hg 1
  refine ⟨edgeFrequency L wp g (-1), edgeFrequency L wp g 1,
    (detuning_eq_iff hL hwp hg (-1)).1, by linarith, ?_⟩
  intro w hw
  rw [show (2 : ℝ) = 1 + 1 ^ 2 by norm_num]
  exact hlevel w hw
```

## The needle limit, where the resonance disappears

A needle along the field, in the limit of infinite aspect ratio, has $L=0$. There is then no restoring force from surface charge, the detuning reduces to $u=w/g$, and

$$A(w)=\frac{w_p^2/g}{1+w^2/g^2}$$

decreases strictly over $w>0$. The last theorem expresses this with `StrictAntiOn` on `Set.Ioi 0`, the set of positive frequencies; `gcongr` compares the two denominators.

This case also shows what fails if $L>0$ is relaxed to $L\ge0$. Take $L=0$ and $w_p=g=1$, so that $A(w)=1/(1+w^2)$. No positive frequency attains a maximum, and the value $1/2$ is taken only at $w=1$, so there is no second edge from which to measure a width.

```lean
/-- For `L = 0` and `wp, g > 0` the absorption decreases strictly over all positive
frequencies. -/
theorem needle_absorption_strictAnti {wp g : ℝ} (hwp : 0 < wp) (hg : 0 < g) :
    StrictAntiOn (absorption 0 wp g) (Set.Ioi 0) := by
  have hd : ∀ x : ℝ, 0 < x → detuning 0 wp g x = x / g := by
    intro x hx
    unfold detuning
    rw [div_eq_div_iff (mul_pos hg hx).ne' hg.ne']
    ring
  intro a ha b hb hab
  have ha' : 0 < a := ha
  have hb' : 0 < b := hb
  rw [absorption_eq_lorentzian hg ha', absorption_eq_lorentzian hg hb', hd a ha', hd b hb']
  have h : 1 + (a / g) ^ 2 < 1 + (b / g) ^ 2 := by gcongr
  exact div_lt_div_of_pos_left (by positivity) (by positivity) h

end DrudeEllipsoidLineShape
```

```lean
#print axioms DrudeEllipsoidLineShape.absorption_unique_maximum
-- 'DrudeEllipsoidLineShape.absorption_unique_maximum' depends on axioms: [propext, Classical.choice, Quot.sound]
#print axioms DrudeEllipsoidLineShape.full_width_at_half_maximum
-- 'DrudeEllipsoidLineShape.full_width_at_half_maximum' depends on axioms: [propext, Classical.choice, Quot.sound]
#print axioms DrudeEllipsoidLineShape.needle_absorption_strictAnti
-- 'DrudeEllipsoidLineShape.needle_absorption_strictAnti' depends on axioms: [propext, Classical.choice, Quot.sound]
```
